# Omitting the Pulay term pushes a symmetric neutral atom with a rigid orbital in a uniform field

When a nucleus at $R$ carries its electron's orbital along, $R$ enters the energy twice: through the potential and through the density. The modelling choice made here is to give each dependence its own integral, with a true derivative inside it, so that "omitting the Pulay term" means dropping one well-defined number. The orbital is one fixed real function $\varphi$ on the line, placed at $\varphi(x-R)$. It moves with the nucleus but does not change shape in the field.

## Two contributions that cancel for a neutral atom

Let $v$ be the potential that binds the electron to the nucleus, $Z$ the nuclear charge, and $F$ the strength of a uniform field, in units such that an electron at $x$ has field energy $Fx$ and the nucleus has $-ZFR$. The field then exerts the force $-F$ on the electron and $ZF$ on the nucleus. The potential energy and its expectation are

$$V_R(x)=v(x-R)+Fx-ZFR,\qquad E(R)=\int\varphi(x-R)^2\,V_R(x)\,dx .$$

Assume that $\varphi$ and $v$ are continuously differentiable, and that $\varphi$ has compact support and $\int\varphi^2=1$. The two contributions to the slope of $E$ are

$$A(R)=\int\varphi(x-R)^2\,\partial_R V_R(x)\,dx,\qquad P(R)=\int\partial_R\!\left[\varphi(x-R)^2\right]V_R(x)\,dx .$$

$A$ is the Hellmann–Feynman term and $P$ the Pulay term. The claim is that for $Z=1$ and even $\varphi$ and $v$, the energy does not depend on $R$, while $A=-F$ and $P=F$. Since a force is minus an energy derivative, keeping $A$ alone gives a force $+F$ on an atom that should feel none.

**The energy.** Put $y=x-R$. The potential energy becomes

$$w(y)=v(y)+Fy+(1-Z)FR,$$

and normalisation gives

$$E(R)=\int\varphi(y)^2\,(v(y)+Fy)\,dy+(1-Z)FR .$$

The integral does not contain $R$, so the slope of $E$ is $(1-Z)F$.

**The Hellmann–Feynman term.** At fixed $x$, $\partial_R V_R(x)=-v'(x-R)-ZF$. Hence

$$A=-\int\varphi^2v'\,dy-ZF .$$

**The Pulay term.** At fixed $x$, $\partial_R[\varphi(x-R)^2]=-2\varphi(y)\varphi'(y)$, so $P=-\int 2\varphi\varphi'w\,dy$. The function $\varphi^2w$ vanishes outside a bounded interval, so its derivative integrates to zero:

$$0=\int\left[2\varphi\varphi'w+\varphi^2(v'+F)\right]dy .$$

Therefore

$$P=\int\varphi^2(v'+F)\,dy=\int\varphi^2v'\,dy+F .$$

The sum is $A+P=(1-Z)F$, the slope of $E$, for any shape of $\varphi$ and $v$.

**Symmetry.** If $v$ is even, $v'$ is odd. If $\varphi$ is even as well, $\varphi^2v'$ is odd and integrates to zero. Then $A=-ZF$ and $P=F$, and $Z=1$ gives the claim. The spurious force is the field's pull on the bare nucleus: a symmetric, unpolarised cloud exerts no net force on the nucleus at its centre.

The algebra is shortest for $v=0$, $Z=1$, where nothing binds the electron and the orbital is simply prescribed. The potential energy is $F(x-R)$, its $R$-derivative is the constant $-F$, and $A=-F$ follows from normalisation alone. The energy is $F\int y\,\varphi(y)^2dy$, which is independent of $R$.

This bears on electronic-structure codes with strictly localised, atom-centred orbitals: for the symmetric neutral atom in this one-electron, one-dimensional model with a single frozen orbital, the Pulay term is as large as the field force on the nucleus.

## Energy, potential and the two terms as Lean functions

```lean
import Mathlib

open MeasureTheory

namespace PulayForceInField

noncomputable section
```

The potential energy takes the binding potential, the field, the nuclear charge, the nuclear position and the electron position, in that order. All are real, so `Z` need not be an integer.

```lean
/-- Potential energy of an electron at `x` and a nucleus of charge `Z` at `R`: the binding
potential `v (x - R)`, the field energy `F x` of the electron and `-Z F R` of the nucleus. -/
def potential (v : ℝ → ℝ) (F Z R x : ℝ) : ℝ := v (x - R) + F * x - Z * F * R
```

The energy is an integral over the whole line. It contains no kinetic energy, which for a rigidly translated orbital is independent of $R$.

```lean
/-- Expectation of the potential energy in the orbital `φ` carried rigidly by the nucleus. -/
def energy (φ v : ℝ → ℝ) (F Z R : ℝ) : ℝ :=
  ∫ x, φ (x - R) ^ 2 * potential v F Z R x
```

In the next definition `S` is the nuclear position being varied. The derivative is taken at `S = R` with `x` fixed, and the density stays at `R`.

```lean
/-- Hellmann-Feynman term: the expectation of the `R`-derivative of the potential energy. -/
def hellmannFeynman (φ v : ℝ → ℝ) (F Z R : ℝ) : ℝ :=
  ∫ x, φ (x - R) ^ 2 * deriv (fun S => potential v F Z S x) R
```

The name refers to this integral only. The orbital is not assumed to be an eigenstate of any Hamiltonian, so the Hellmann–Feynman theorem gives no licence to equate the integral with the slope of the energy.

The Pulay term reverses the roles: the density is differentiated and the potential stays at `R`.

```lean
/-- Pulay term: the potential energy weighted with the `R`-derivative of the moving density. -/
def pulay (φ v : ℝ → ℝ) (F Z R : ℝ) : ℝ :=
  ∫ x, deriv (fun S => φ (x - S) ^ 2) R * potential v F Z R x
```

## Integrability from compact support

Splitting an integral of a sum requires each part to be integrable. A continuous function with compact support is integrable, and a product inherits its compact support from the factor $\varphi$. Gaussian orbitals do not have compact support, so the theorems below do not cover them, although the same calculation by hand goes through for them when $v$ and $v'$ are bounded.

```lean
variable {φ v : ℝ → ℝ}

/-- A continuous, compactly supported orbital times a continuous function is integrable. -/
lemma integrable_orbital_mul (hφ : Continuous φ) (hc : HasCompactSupport φ)
    {g : ℝ → ℝ} (hg : Continuous g) : Integrable (fun y => φ y * g y) :=
  (hφ.mul hg).integrable_of_hasCompactSupport hc.mul_right
```

The same holds for the density, written as $\varphi\cdot(\varphi g)$.

```lean
/-- A continuous function has an integrable product with the density of a continuous,
compactly supported orbital. -/
lemma integrable_density_mul (hφ : Continuous φ) (hc : HasCompactSupport φ)
    {g : ℝ → ℝ} (hg : Continuous g) : Integrable (fun y => φ y ^ 2 * g y) := by
  have e : (fun y => φ y ^ 2 * g y) = fun y => φ y * (φ y * g y) := by
    funext y
    ring
  rw [e]
  exact integrable_orbital_mul hφ hc (hφ.mul hg)
```

## The energy in the frame of the nucleus

The theorem `energy_eq` is the formula for $E(R)$ derived above. The substitution $y=x-R$ is `integral_sub_right_eq_self`, the translation invariance of the integral. After it, the two integrands agree point by point, which `ring` confirms. The last line splits the integral and uses the normalisation `hn`. Continuity of $\varphi$ and $v$ is enough here, and neither has to be even.

```lean
/-- For a continuous, compactly supported orbital of unit norm and a continuous binding
potential, the energy is a constant plus the field energy `(1 - Z) F R` of the net charge. -/
theorem energy_eq (hφ : Continuous φ) (hc : HasCompactSupport φ) (hn : ∫ y, φ y ^ 2 = 1)
    (hv : Continuous v) (F Z R : ℝ) :
    energy φ v F Z R = (∫ y, φ y ^ 2 * (v y + F * y)) + (1 - Z) * F * R := by
  have h1 : Integrable (fun y => φ y ^ 2 * (v y + F * y)) :=
    integrable_density_mul hφ hc (by fun_prop)
  have h2 : Integrable (fun y => φ y ^ 2 * ((1 - Z) * F * R)) :=
    integrable_density_mul hφ hc continuous_const
  calc energy φ v F Z R
      = ∫ y, (φ y ^ 2 * (v y + F * y) + φ y ^ 2 * ((1 - Z) * F * R)) := by
        -- pass to the frame of the nucleus
        unfold energy
        refine Eq.trans ?_ (integral_sub_right_eq_self (μ := volume)
          (fun y => φ y ^ 2 * (v y + F * y) + φ y ^ 2 * ((1 - Z) * F * R)) R)
        refine integral_congr_ae (Filter.Eventually.of_forall fun x => ?_)
        simp only [potential]
        ring
    _ = _ := by rw [integral_add h1 h2, integral_mul_const, hn, one_mul]
```

## The Hellmann–Feynman term

The hypothesis `ContDiff ℝ 1 v` says that $v$ is continuously differentiable. It admits a softened Coulomb well such as $-1/\sqrt{x^2+a^2}$ with $a>0$, but not the singular $-1/|x|$. Under it, the potential energy has the derivative $-v'(x-R)-ZF$ with respect to the nuclear position. The minus sign in front of $v'$ comes from the chain rule, `HasDerivAt.comp_const_sub`.

```lean
/-- For a C¹ binding potential, moving the nucleus changes the potential energy at the rate
`-v' (x - R) - Z F`. -/
lemma hasDerivAt_potential (hv : ContDiff ℝ 1 v) (F Z R x : ℝ) :
    HasDerivAt (fun S => potential v F Z S x) (-deriv v (x - R) - Z * F) R := by
  have h2 := HasDerivAt.comp_const_sub x R
    ((contDiff_one_iff_deriv.1 hv).1 (x - R)).hasDerivAt
  have h3 : HasDerivAt (fun S : ℝ => Z * F * S) (Z * F) R :=
    ((hasDerivAt_id' R).const_mul (Z * F)).congr_deriv (mul_one _)
  exact (h2.add_const (F * x)).fun_sub h3
```

Inserting this derivative, translating the variable and splitting the integral give the formula for $A$.

```lean
/-- For a C¹ binding potential and a continuous, compactly supported orbital of unit norm, the
Hellmann-Feynman term is minus the mean binding gradient minus `Z F`. -/
theorem hellmannFeynman_eq (hφ : Continuous φ) (hc : HasCompactSupport φ)
    (hn : ∫ y, φ y ^ 2 = 1) (hv : ContDiff ℝ 1 v) (F Z R : ℝ) :
    hellmannFeynman φ v F Z R = -(∫ y, φ y ^ 2 * deriv v y) - Z * F := by
  have h1 : Integrable (fun y => φ y ^ 2 * deriv v y) :=
    integrable_density_mul hφ hc (contDiff_one_iff_deriv.1 hv).2
  have h2 : Integrable (fun y => φ y ^ 2 * (Z * F)) :=
    integrable_density_mul hφ hc continuous_const
  calc hellmannFeynman φ v F Z R
      = ∫ y, -(φ y ^ 2 * deriv v y + φ y ^ 2 * (Z * F)) := by
        unfold hellmannFeynman
        refine Eq.trans ?_ (integral_sub_right_eq_self (μ := volume)
          (fun y => -(φ y ^ 2 * deriv v y + φ y ^ 2 * (Z * F))) R)
        refine integral_congr_ae (Filter.Eventually.of_forall fun x => ?_)
        simp only [(hasDerivAt_potential hv F Z R x).deriv]
        ring
    _ = _ := by
        rw [integral_neg, integral_add h1 h2, integral_mul_const, hn]
        ring
```

## The Pulay term by integration by parts

In the next proof `w` is the function $w$ above, and `D` is the derivative of $\varphi^2w$, with one factor $\varphi$ taken out so that the first integrability lemma applies. The step `h0` says that $D$ integrates to zero. The Mathlib theorem behind it requires both $\varphi^2w$ and its derivative to be integrable, and compact support supplies both. The product rule is checked inside the same step.

The final calculation writes the integrand of $P$ in the nuclear frame as

$$-2\varphi\varphi'w=\varphi^2(v'+F)-D .$$

Since $D$ contributes nothing, the first part remains, and `e` evaluates it as $\int\varphi^2v'+F$.

```lean
/-- For a C¹ binding potential and a C¹, compactly supported orbital of unit norm, the Pulay
term is the mean binding gradient plus `F`, whatever the nuclear charge. -/
theorem pulay_eq (hφ : ContDiff ℝ 1 φ) (hc : HasCompactSupport φ)
    (hn : ∫ y, φ y ^ 2 = 1) (hv : ContDiff ℝ 1 v) (F Z R : ℝ) :
    pulay φ v F Z R = (∫ y, φ y ^ 2 * deriv v y) + F := by
  obtain ⟨dφ, cφ'⟩ := contDiff_one_iff_deriv.1 hφ
  obtain ⟨dv, cv'⟩ := contDiff_one_iff_deriv.1 hv
  have cφ := dφ.continuous
  have cv := dv.continuous
  let w : ℝ → ℝ := fun y => v y + F * y + (1 - Z) * F * R
  have cw : Continuous w := by
    change Continuous (fun y => v y + F * y + (1 - Z) * F * R)
    fun_prop
  let D : ℝ → ℝ := fun y => φ y * (2 * deriv φ y * w y + φ y * (deriv v y + F))
  have hD : Integrable D := integrable_orbital_mul cφ hc
    (((continuous_const.mul cφ').mul cw).add (cφ.mul (cv'.add continuous_const)))
  -- the total derivative of density times potential integrates to zero
  have h0 : ∫ y, D y = 0 := by
    refine integral_eq_zero_of_hasDerivAt_of_integrable (f := fun y => φ y * (φ y * w y))
      (fun y => ?_) hD (integrable_orbital_mul cφ hc (cφ.mul cw))
    have b : HasDerivAt w (deriv v y + F * 1) y :=
      ((dv y).hasDerivAt.fun_add ((hasDerivAt_id' y).const_mul F)).add_const _
    have a := (dφ y).hasDerivAt
    refine (a.fun_mul (a.fun_mul b)).congr_deriv ?_
    simp only [D]
    ring
  have h1 : Integrable (fun y => φ y ^ 2 * deriv v y) := integrable_density_mul cφ hc cv'
  have h2 : Integrable (fun y => φ y ^ 2 * F) := integrable_density_mul cφ hc continuous_const
  have h12 : Integrable (fun y => φ y ^ 2 * (deriv v y + F)) :=
    integrable_density_mul cφ hc (cv'.add continuous_const)
  have e : ∫ y, φ y ^ 2 * (deriv v y + F) = (∫ y, φ y ^ 2 * deriv v y) + F := by
    simp only [mul_add]
    rw [integral_add h1 h2, integral_mul_const, hn, one_mul]
  calc pulay φ v F Z R = ∫ y, (φ y ^ 2 * (deriv v y + F) - D y) := by
        unfold pulay
        refine Eq.trans ?_ (integral_sub_right_eq_self (μ := volume)
          (fun y => φ y ^ 2 * (deriv v y + F) - D y) R)
        refine integral_congr_ae (Filter.Eventually.of_forall fun x => ?_)
        have a := HasDerivAt.comp_const_sub x R (dφ (x - R)).hasDerivAt
        simp only [pow_two, (a.fun_mul a).deriv, potential, D, w]
        ring
    _ = _ := by rw [integral_sub h12 hD, h0, sub_zero, e]
```

The result does not contain $Z$ explicitly; the nuclear charge can enter only through $v$ and $\varphi$. The nuclear field energy is constant in $x$, and the derivative of a normalised density integrates to zero against a constant.

## The two terms add up to the slope of the energy

The next theorem justifies the decomposition: the derivative of `energy φ v F Z` at `R` exists and equals the sum of the two terms. The proof does not differentiate under the integral sign. It replaces the energy by its closed form, which is linear in the nuclear position, and compares the slope $(1-Z)F$ with the sum of the two formulas, in which $\int\varphi^2v'$ cancels.

```lean
/-- For a C¹ binding potential and a C¹, compactly supported orbital of unit norm, the
derivative of the energy is the sum of the Hellmann-Feynman and Pulay terms. -/
theorem hasDerivAt_energy (hφ : ContDiff ℝ 1 φ) (hc : HasCompactSupport φ)
    (hn : ∫ y, φ y ^ 2 = 1) (hv : ContDiff ℝ 1 v) (F Z R : ℝ) :
    HasDerivAt (energy φ v F Z) (hellmannFeynman φ v F Z R + pulay φ v F Z R) R := by
  have e : energy φ v F Z =
      fun S => (∫ y, φ y ^ 2 * (v y + F * y)) + (1 - Z) * F * S :=
    funext fun S => energy_eq hφ.continuous hc hn hv.continuous F Z S
  rw [e, hellmannFeynman_eq hφ.continuous hc hn hv, pulay_eq hφ hc hn hv]
  refine (((hasDerivAt_id' R).const_mul ((1 - Z) * F)).const_add _).congr_deriv ?_
  ring
```

At $F=0$ this theorem and the two formulas give $A=-\int\varphi^2v'$ and $P=+\int\varphi^2v'$. For an asymmetric atom these can be nonzero, so a spurious force can arise even without a field.

## Even functions and the neutral atom

Evenness enters only through the mean gradient $\int\varphi^2v'$. The lemma first shows that the derivative of an even $v$ is odd. Reflecting the integration variable with `integral_neg_eq_self` then shows that the integral equals its own negative, and `linarith` concludes that it is zero. The lemma lists no smoothness or integrability hypotheses because Lean gives the value zero to a derivative or an integral that does not exist. As a statement about a mean gradient it should be read with the assumptions of the final theorem, under which both exist.

```lean
/-- The mean gradient of an even potential in an even orbital vanishes. -/
lemma mean_gradient_eq_zero (eφ : Function.Even φ) (ev : Function.Even v) :
    ∫ y, φ y ^ 2 * deriv v y = 0 := by
  have odd : ∀ y, deriv v (-y) = -deriv v y := by
    intro y
    have h := deriv_comp_neg v y
    rw [show (fun x => v (-x)) = v from funext ev] at h
    linarith
  have h : ∫ y, φ y ^ 2 * deriv v y = -∫ y, φ y ^ 2 * deriv v y := by
    calc ∫ y, φ y ^ 2 * deriv v y = ∫ y, φ (-y) ^ 2 * deriv v (-y) :=
          (integral_neg_eq_self (fun y => φ y ^ 2 * deriv v y) volume).symm
      _ = ∫ y, -(φ y ^ 2 * deriv v y) := by
          refine integral_congr_ae (Filter.Eventually.of_forall fun y => ?_)
          simp only [eφ y, odd y]
          ring
      _ = _ := integral_neg _
  linarith
```

The final theorem sets `Z` to `1`, which makes the atom neutral because there is one electron. Its first part compares the energy at an arbitrary `R` with the energy at `0`, which expresses independence of $R$. The other two parts give the values of the Hellmann–Feynman and Pulay terms. Each follows by rewriting with the formula for the quantity concerned, and for the last two the mean gradient is set to zero.

```lean
/-- Neutral atom (`Z = 1`) with even C¹ orbital and binding potential, the orbital compactly
supported and of unit norm: the energy does not depend on `R`, yet the Hellmann-Feynman term
is `-F`, and the Pulay term is `F`. -/
theorem neutral_atom (hφ : ContDiff ℝ 1 φ) (hc : HasCompactSupport φ)
    (hn : ∫ y, φ y ^ 2 = 1) (hv : ContDiff ℝ 1 v)
    (eφ : Function.Even φ) (ev : Function.Even v) (F R : ℝ) :
    energy φ v F 1 R = energy φ v F 1 0 ∧
      hellmannFeynman φ v F 1 R = -F ∧ pulay φ v F 1 R = F := by
  refine ⟨?_, ?_, ?_⟩
  · rw [energy_eq hφ.continuous hc hn hv.continuous,
      energy_eq hφ.continuous hc hn hv.continuous]
    ring
  · rw [hellmannFeynman_eq hφ.continuous hc hn hv, mean_gradient_eq_zero eφ ev]
    ring
  · rw [pulay_eq hφ hc hn hv, mean_gradient_eq_zero eφ ev, zero_add]

end

end PulayForceInField
```

```lean
#print axioms PulayForceInField.hasDerivAt_energy
#print axioms PulayForceInField.neutral_atom
```

```
'PulayForceInField.hasDerivAt_energy' depends on axioms: [propext, Classical.choice, Quot.sound]
'PulayForceInField.neutral_atom' depends on axioms: [propext, Classical.choice, Quot.sound]
```

For every $F\neq0$ the Hellmann–Feynman term is therefore nonzero although the energy is flat. The theorem concerns a single orbital that cannot polarise. With several basis functions per atom, coefficients that respond to the field, or interacting electrons, the size of the Pulay term would have to be worked out anew.
